# Equal and opposite line charges at ±√(d² − R²) make both cylinders of a two-wire line equipotentials

## Where must the line charges sit?

If I replace two parallel round wires by opposite line charges on their axes, the wire surfaces do not come out as equipotentials. For wires of radius $R$ centred at $\pm d$, a point on the right surface is always at distance $R$ from the right axis, but its distance from the left axis varies between $2d-R$ and $2d+R$. The voltage between the wires then depends on which surface points I choose, and the capacitance has no definite value.

The method of images moves the charges inward, to $\pm c$ with $c=\sqrt{d^2-R^2}$. Both surfaces should then be exact equipotentials, with $\ln(|z+c|/|z-c|)$ equal to $\ln((d+c)/R)$ on the right wire and to minus that on the left. Can this be derived rigorously, for every $d>R>0$, and checked by machine?

## Two distances in a fixed ratio

Yes. Describe the cross-section by $z=x+iy$, and put charge per length $\lambda$ at $c$ and $-\lambda$ at $-c$, in a medium of permittivity $\varepsilon$. A line charge $\lambda$ has potential $-\frac{\lambda}{2\pi\varepsilon}\ln r$ up to a constant. The sum for the pair, taken to vanish on the midplane, is

$$\Phi(z)=\frac{\lambda}{2\pi\varepsilon}\,u(z),\qquad u(z)=\ln\frac{|z+c|}{|z-c|}.$$

**The charge lies inside the wire.** Since $d>R>0$, we have $c>0$ and $c^2=d^2-R^2<d^2$, so $c<d$. Also

$$c^2-(d-R)^2=2R(d-R)>0,$$

so $c>d-R$. Hence $|c-d|<R$, and $z-c$ never vanishes on the right surface.

**The ratio is constant on the surface.** Use $R^2=(d-c)(d+c)$ to compare squared distances:

$$\begin{aligned}
&R^2|z+c|^2-(d+c)^2|z-c|^2\\
&\quad=(d+c)\left[(d-c)\big((x+c)^2+y^2\big)-(d+c)\big((x-c)^2+y^2\big)\right]\\
&\quad=(d+c)\left[-2c(x^2+y^2+c^2)+4cdx\right]\\
&\quad=-2c(d+c)\left[(x-d)^2+y^2-R^2\right].
\end{aligned}$$

The last step uses $c^2=d^2-R^2$ again. The prefactor is nonzero, so the left side vanishes exactly when $|z-d|=R$. All the lengths involved are nonnegative, so we may take square roots:

$$R|z+c|=(d+c)|z-c|\iff |z-d|=R.$$

Dividing by $R|z-c|$ on the surface and taking logarithms gives $u(z)=L$, where $L=\ln((d+c)/R)$.

**The left wire is a reflection.** Replacing $z$ by $-z$ exchanges the two distances, so $u(-z)=-u(z)$. If $|z+d|=R$, then $-z$ lies on the right surface, and $u(z)=-L$.

**Surface value and capacitance.** From $(d-c)(d+c)=R^2$ we get $e^{-L}=R/(d+c)=(d-c)/R$. Therefore

$$\cosh L=\frac12\left(\frac{d+c}{R}+\frac{d-c}{R}\right)=\frac dR.$$

For $z$ on the right surface and $w$ on the left, the voltage is

$$\Phi(z)-\Phi(w)=\frac{\lambda}{2\pi\varepsilon}\,(L-(-L))=\frac{\lambda L}{\pi\varepsilon}.$$

Since $d+c>R$, $L$ is positive, and $\lambda=\frac{\pi\varepsilon}{L}\,[\Phi(z)-\Phi(w)]$. The capacitance per length is $\pi\varepsilon/L$.

Here is the same argument in Lean 4.

```lean
import Mathlib

open Complex

namespace TwoWireLine

noncomputable section

/-- Distance from the midplane to each image line charge, for wires of radius `R`
centred at `d` and `-d`. -/
def chargeOffset (d R : ℝ) : ℝ := Real.sqrt (d ^ 2 - R ^ 2)

/-- Dimensionless potential at `z` of a positive line charge at `c` and an equal negative
one at `-c`. -/
def reducedPotential (c : ℝ) (z : ℂ) : ℝ := Real.log (‖z + (c : ℂ)‖ / ‖z - (c : ℂ)‖)

/-- Electrostatic potential at `z` of line charges `lam` at `c` and `-lam` at `-c`
(charge per length) in a medium of permittivity `eps`. -/
def potential (lam eps c : ℝ) (z : ℂ) : ℝ :=
  lam / (2 * Real.pi * eps) * reducedPotential c z

/-- Capacitance per length of the two-wire line. -/
def capacitance (eps d R : ℝ) : ℝ :=
  Real.pi * eps / Real.log ((d + chargeOffset d R) / R)

/-- The square of the charge offset is `d ^ 2 - R ^ 2`. -/
theorem chargeOffset_sq {d R : ℝ} (hR : 0 < R) (hd : R < d) :
    chargeOffset d R ^ 2 = d ^ 2 - R ^ 2 := by
  unfold chargeOffset
  exact Real.sq_sqrt (by nlinarith)

/-- The positive line charge lies to the right of the midplane and strictly inside the
right wire. -/
theorem charge_inside_wire {d R : ℝ} (hR : 0 < R) (hd : R < d) :
    0 < chargeOffset d R ∧ ‖(chargeOffset d R : ℂ) - (d : ℂ)‖ < R := by
  have hc := chargeOffset_sq hR hd
  have hpos : 0 < chargeOffset d R := by
    unfold chargeOffset
    exact Real.sqrt_pos.2 (by nlinarith)
  refine ⟨hpos, ?_⟩
  rw [← Complex.ofReal_sub, Complex.norm_real, Real.norm_eq_abs, abs_lt]
  constructor
  · by_contra hcon
    have h1 : 0 ≤ d - R - chargeOffset d R := by linarith
    have h2 : 0 ≤ d - R + chargeOffset d R := by linarith
    nlinarith [mul_nonneg h1 h2, mul_pos hR (sub_pos.2 hd)]
  · by_contra hcon
    have h1 : 0 ≤ chargeOffset d R - d := by linarith
    have h2 : 0 ≤ chargeOffset d R + d := by linarith
    nlinarith [mul_nonneg h1 h2, mul_pos hR hR]

/-- With `c = chargeOffset d R`, the distances from `z` to the line charges at `-c` and `c`, in that
order, are in the ratio `(d + c) : R` exactly when `z` lies on the surface of the right wire. -/
theorem distance_ratio_iff {d R : ℝ} (hR : 0 < R) (hd : R < d) (z : ℂ) :
    R * ‖z + (chargeOffset d R : ℂ)‖ = (d + chargeOffset d R) * ‖z - (chargeOffset d R : ℂ)‖
      ↔ ‖z - (d : ℂ)‖ = R := by
  have hc := chargeOffset_sq hR hd
  have hpos := (charge_inside_wire hR hd).1
  generalize chargeOffset d R = c at hc hpos ⊢
  have hdc : 0 < d + c := by linarith
  have hplus : ‖z + (c : ℂ)‖ ^ 2 = (z.re + c) ^ 2 + z.im ^ 2 := by
    rw [Complex.sq_norm, Complex.normSq_apply]
    simp only [Complex.add_re, Complex.add_im, Complex.ofReal_re, Complex.ofReal_im]
    ring
  have hminus : ∀ a : ℝ, ‖z - (a : ℂ)‖ ^ 2 = (z.re - a) ^ 2 + z.im ^ 2 := by
    intro a
    rw [Complex.sq_norm, Complex.normSq_apply]
    simp only [Complex.sub_re, Complex.sub_im, Complex.ofReal_re, Complex.ofReal_im]
    ring
  have hR2 : R ^ 2 = d ^ 2 - c ^ 2 := by linarith
  -- the two circle equations differ only by a nonzero factor
  have key : R ^ 2 * ((z.re + c) ^ 2 + z.im ^ 2) - (d + c) ^ 2 * ((z.re - c) ^ 2 + z.im ^ 2)
      = -(2 * c * (d + c)) * ((z.re - d) ^ 2 + z.im ^ 2 - R ^ 2) := by
    rw [hR2]
    ring
  rw [← sq_eq_sq₀ (mul_nonneg hR.le (norm_nonneg (z + (c : ℂ))))
      (mul_nonneg hdc.le (norm_nonneg (z - (c : ℂ)))),
    ← sq_eq_sq₀ (norm_nonneg (z - (d : ℂ))) hR.le, mul_pow, mul_pow, hplus, hminus c, hminus d]
  constructor
  · intro h
    have hne : 2 * c * (d + c) ≠ 0 := by positivity
    have h0 : 2 * c * (d + c) * ((z.re - d) ^ 2 + z.im ^ 2 - R ^ 2) = 0 := by
      linear_combination key - h
    have h1 := (mul_eq_zero.1 h0).resolve_left hne
    linarith
  · intro h
    linear_combination key - (2 * c * (d + c)) * h

/-- Reflection through the origin reverses the sign of the potential. -/
theorem reducedPotential_neg (c : ℝ) (z : ℂ) :
    reducedPotential c (-z) = -reducedPotential c z := by
  have h1 : ‖-z + (c : ℂ)‖ = ‖z - (c : ℂ)‖ := by
    rw [show -z + (c : ℂ) = -(z - (c : ℂ)) by ring, norm_neg]
  have h2 : ‖-z - (c : ℂ)‖ = ‖z + (c : ℂ)‖ := by
    rw [show -z - (c : ℂ) = -(z + (c : ℂ)) by ring, norm_neg]
  unfold reducedPotential
  rw [h1, h2, ← Real.log_inv, inv_div]

/-- Both wire surfaces are equipotentials of the two opposite line charges, with
opposite values `ln ((d + c) / R)` and `-ln ((d + c) / R)`. -/
theorem wires_are_equipotentials {d R : ℝ} (hR : 0 < R) (hd : R < d) :
    (∀ z : ℂ, ‖z - (d : ℂ)‖ = R →
      reducedPotential (chargeOffset d R) z = Real.log ((d + chargeOffset d R) / R)) ∧
    (∀ z : ℂ, ‖z + (d : ℂ)‖ = R →
      reducedPotential (chargeOffset d R) z = -Real.log ((d + chargeOffset d R) / R)) := by
  have right : ∀ z : ℂ, ‖z - (d : ℂ)‖ = R →
      reducedPotential (chargeOffset d R) z = Real.log ((d + chargeOffset d R) / R) := by
    intro z hz
    have h := (distance_ratio_iff hR hd z).2 hz
    -- the surface does not meet the line charge
    have hne : ‖z - (chargeOffset d R : ℂ)‖ ≠ 0 := by
      intro h0
      have hzc : z = (chargeOffset d R : ℂ) := sub_eq_zero.1 (norm_eq_zero.1 h0)
      have hin := (charge_inside_wire hR hd).2
      rw [← hzc, hz] at hin
      exact lt_irrefl _ hin
    unfold reducedPotential
    congr 1
    rw [div_eq_div_iff hne hR.ne']
    linear_combination h
  refine ⟨right, fun z hz => ?_⟩
  -- the left wire is the mirror image of the right one
  have hz' : ‖-z - (d : ℂ)‖ = R := by
    rw [show -z - (d : ℂ) = -(z + (d : ℂ)) by ring, norm_neg, hz]
  have h := right (-z) hz'
  rw [reducedPotential_neg] at h
  linarith

/-- The hyperbolic cosine of the reduced surface potential is `d / R`. -/
theorem cosh_surface_potential {d R : ℝ} (hR : 0 < R) (hd : R < d) :
    Real.cosh (Real.log ((d + chargeOffset d R) / R)) = d / R := by
  have hc := chargeOffset_sq hR hd
  have hpos := (charge_inside_wire hR hd).1
  have hdc : 0 < d + chargeOffset d R := by linarith
  have hinv : R / (d + chargeOffset d R) = (d - chargeOffset d R) / R := by
    rw [div_eq_div_iff hdc.ne' hR.ne']
    linear_combination hc
  rw [Real.cosh_eq, Real.exp_neg, Real.exp_log (div_pos hdc hR), inv_div, hinv]
  ring

/-- The charge per length is the capacitance per length times the voltage between any
point `z` of the right wire surface and any point `w` of the left one. -/
theorem charge_eq_capacitance_mul_voltage {d R eps : ℝ} (hR : 0 < R) (hd : R < d)
    (heps : 0 < eps) (lam : ℝ) {z w : ℂ} (hz : ‖z - (d : ℂ)‖ = R) (hw : ‖w + (d : ℂ)‖ = R) :
    lam = capacitance eps d R *
      (potential lam eps (chargeOffset d R) z - potential lam eps (chargeOffset d R) w) := by
  have hpos := (charge_inside_wire hR hd).1
  have hL : 0 < Real.log ((d + chargeOffset d R) / R) :=
    Real.log_pos ((one_lt_div hR).2 (by linarith))
  unfold capacitance potential
  rw [(wires_are_equipotentials hR hd).1 z hz, (wires_are_equipotentials hR hd).2 w hw]
  generalize Real.log ((d + chargeOffset d R) / R) = L at hL ⊢
  have hpi := Real.pi_pos
  field_simp
  ring

end

end TwoWireLine
```

```lean
#print axioms TwoWireLine.wires_are_equipotentials
-- 'TwoWireLine.wires_are_equipotentials' depends on axioms: [propext, Classical.choice, Quot.sound]
#print axioms TwoWireLine.cosh_surface_potential
-- 'TwoWireLine.cosh_surface_potential' depends on axioms: [propext, Classical.choice, Quot.sound]
#print axioms TwoWireLine.charge_eq_capacitance_mul_voltage
-- 'TwoWireLine.charge_eq_capacitance_mul_voltage' depends on axioms: [propext, Classical.choice, Quot.sound]
```

## What the theorems say about the wires

The cross-section is the type `ℂ`, and `‖z - (d : ℂ)‖ = R` says that `z` lies on the surface of the right wire; the notation `(d : ℂ)` regards the real number `d` as a complex one. The hypotheses `hR : 0 < R` and `hd : R < d` say that the wires have positive radius and do not touch. The length $c$ is `chargeOffset d R`, $u$ is `reducedPotential`, and $\Phi$ is `potential`, in SI form with `lam` for $\lambda$ and `eps` for $\varepsilon$.

The main theorem, `wires_are_equipotentials`, has two parts: every point of the right surface has reduced potential $L$, and every point of the left surface has $-L$. `distance_ratio_iff` adds a converse for the right wire: the ratio $|z+c|:|z-c|$ equals $(d+c):R$ on its surface and nowhere else.

`cosh_surface_potential` states $\cosh L=d/R$. In `charge_eq_capacitance_mul_voltage`, the points `z` and `w` are arbitrary on their respective surfaces, so the voltage does not depend on the choice. That theorem assumes a positive permittivity, while `lam` may have either sign or be zero.

The model is static and two-dimensional: infinitely long, equal, perfectly round wires in a uniform medium. The theorems concern the potential of two line charges; identifying it with the field outside real charged conductors, and $\lambda$ with the charge they carry, takes the uniqueness theorem for Laplace's equation and Gauss's law, which are not formalised here. Within this idealised geometry, the closed formula offers a reference value for a numerical electrostatics solver.

## How the proof follows the algebra

`chargeOffset_sq` removes the square root, giving $c^2=d^2-R^2$. `charge_inside_wire` proves $c>0$ and $|c-d|<R$. The first is the positivity of a square root. The second is split into $-R<c-d$ and $c-d<R$; for each of these the proof assumes the contrary, and `nlinarith` uses a product of inequalities to contradict the formula for $c^2$.

In `distance_ratio_iff`, the `generalize` step replaces `chargeOffset d R` by a plain real `c`, keeping only its square and its positivity. The facts `hplus` and `hminus` write squared norms in coordinates, and `key` is the displayed identity for the difference of squares. The lemma `sq_eq_sq₀` then turns both equations between lengths into equations between squares, which is legitimate because both sides are nonnegative.

`reducedPotential_neg` is the reflection rule. The main theorem first proves the right-wire case, where `hne` establishes that the denominator is nonzero: a surface point equal to $c$ would contradict `charge_inside_wire`. It then applies that case to `-z` to obtain the left wire.

For the hyperbolic cosine, `hinv` is the identity $R/(d+c)=(d-c)/R$. In the capacitance theorem, the two surface values are substituted and `field_simp` and `ring` finish the calculation, with $L>0$ supplied by `hL`.

## A closer look at `linear_combination`

The equivalence turns on the tactic `linear_combination`. To prove an equation, it takes a combination of known equations and checks, by ring algebra, that the difference between the two sides of the goal equals the corresponding difference for the combination.

Write $A=R^2|z+c|^2$, $B=(d+c)^2|z-c|^2$, $K=2c(d+c)$ and $Q=(x-d)^2+y^2-R^2$. Then `key` says $A-B=-KQ$. In the forward direction `h` says $A=B$, and `linear_combination key - h` yields $KQ=0$. In the backward direction `h` says $(x-d)^2+y^2=R^2$, and subtracting $K$ times it from `key` yields $A=B$.

The tactic does not cancel the factor $K$ on its own. The forward direction therefore needs the separate fact `hne`, that $K\neq0$, and this is where $c\neq0$ is needed. At $c=0$ the two line charges would coincide, and the ratio of distances could no longer single out a circle.
